# Inversion parities at the momenta with 2k integer fix an orbital's parity and its inversion centre up to a lattice vector

When a band calculation on a crystal with inversion symmetry has given the inversion eigenvalues of an isolated band, a natural next step is to look up which parity and which inversion centre a single orbital per cell would need to produce the same signs. The lookup has at most one answer up to lattice translations, because the signs fix both the parity of the orbital and the class of its centre.

```lean
import Mathlib

open Complex

namespace WyckoffInversionParity

noncomputable section

variable {n : ℕ}

/-- The vector `a / 2`, for an integer vector `a`. -/
def half (a : Fin n → ℤ) : Fin n → ℝ := fun i => (a i : ℝ) / 2

/-- The contribution of the cell `R` to the Bloch sum at momentum `k`, evaluated at `x`,
for an orbital `φ` centred at `w` in each cell. -/
def blochTerm (φ : (Fin n → ℝ) → ℂ) (w k x : Fin n → ℝ) (R : Fin n → ℤ) : ℂ :=
  exp (2 * Real.pi * I * ((∑ i, k i * (R i : ℝ) : ℝ) : ℂ)) *
    φ (x - w - fun i => (R i : ℝ))

/-- The number `p exp(4 π i k·w)` for an orbital parity `p`, a centre `w` and a momentum `k`. -/
def blochParity (p : ℤˣ) (w k : Fin n → ℝ) : ℂ :=
  ((p : ℤ) : ℂ) * exp (4 * Real.pi * I * ((∑ i, k i * w i : ℝ) : ℂ))

/-- The parities at all momenta `b / 2`, for an orbital of parity `p` centred at `a / 2`. -/
def parityPattern (p : ℤˣ) (a : Fin n → ℤ) : (Fin n → ℤ) → ℂ :=
  fun b => blochParity p (half a) (half b)

/-- Two integer powers of `-1` agree exactly when the exponents differ by an even number. -/
lemma sign_eq_iff (m l : ℤ) : (-1 : ℂ) ^ m = (-1 : ℂ) ^ l ↔ Even (m - l) := by
  have h1 : (1 : ℂ) ≠ -1 := by norm_num
  rw [Int.even_sub]
  rcases Int.even_or_odd m with hm | hm <;> rcases Int.even_or_odd l with hl | hl
  · rw [hm.neg_one_zpow, hl.neg_one_zpow]
    exact ⟨fun _ => ⟨fun _ => hl, fun _ => hm⟩, fun _ => rfl⟩
  · rw [hm.neg_one_zpow, hl.neg_one_zpow]
    exact ⟨fun h => absurd h h1, fun h => absurd (h.1 hm) (Int.not_even_iff_odd.2 hl)⟩
  · rw [hm.neg_one_zpow, hl.neg_one_zpow]
    exact ⟨fun h => absurd h.symm h1, fun h => absurd (h.2 hl) (Int.not_even_iff_odd.2 hm)⟩
  · rw [hm.neg_one_zpow, hl.neg_one_zpow]
    exact ⟨fun _ => ⟨fun h => absurd h (Int.not_even_iff_odd.2 hm),
      fun h => absurd h (Int.not_even_iff_odd.2 hl)⟩, fun _ => rfl⟩

/-- At momentum `b / 2` the Bloch phase of the cell `R` is the sign `(-1)^(b·R)`. -/
lemma bloch_phase (b R : Fin n → ℤ) :
    exp (2 * Real.pi * I * ((∑ i, half b i * (R i : ℝ) : ℝ) : ℂ)) =
      (-1 : ℂ) ^ (∑ i, b i * R i) := by
  have hs : ∑ i, half b i * (R i : ℝ) = ((∑ i, b i * R i : ℤ) : ℝ) / 2 := by
    rw [Int.cast_sum, Finset.sum_div]
    refine Finset.sum_congr rfl fun i _ => ?_
    simp only [half]
    push_cast
    ring
  rw [hs]
  generalize (∑ i, b i * R i) = m
  have h : 2 * (Real.pi : ℂ) * I * (((m : ℝ) / 2 : ℝ) : ℂ) = (m : ℂ) * (Real.pi * I) := by
    push_cast
    ring
  rw [h, Complex.exp_int_mul, Complex.exp_pi_mul_I]

/-- For centre `a / 2` and momentum `b / 2`, the Bloch parity is `p (-1)^(b·a)`. -/
theorem blochParity_half (p : ℤˣ) (a b : Fin n → ℤ) :
    blochParity p (half a) (half b) = ((p : ℤ) : ℂ) * (-1 : ℂ) ^ (∑ i, b i * a i) := by
  rw [← bloch_phase, blochParity]
  have hs : ∑ i, half b i * (a i : ℝ) = 2 * ∑ i, half b i * half a i := by
    rw [Finset.mul_sum]
    refine Finset.sum_congr rfl fun i _ => ?_
    simp only [half]
    ring
  rw [hs, Complex.ofReal_mul]
  congr 2
  push_cast
  ring

/-- If an orbital has parity `p` about its centre `a / 2`, then inversion through the origin
multiplies its convergent Bloch sum at momentum `b / 2` by `p exp(4 π i k·w)`, where `k = b / 2` and
`w = a / 2`. -/
theorem bloch_sum_inversion {φ : (Fin n → ℝ) → ℂ} {p : ℤˣ}
    (hφ : ∀ x, φ (-x) = ((p : ℤ) : ℂ) * φ x) (a b : Fin n → ℤ) (x : Fin n → ℝ) {s : ℂ}
    (hs : HasSum (blochTerm φ (half a) (half b) x) s) :
    HasSum (blochTerm φ (half a) (half b) (-x))
      (blochParity p (half a) (half b) * s) := by
  -- inversion sends the orbital in cell `R` to the one in cell `-a - R`
  rw [← (Equiv.subLeft (-a)).hasSum_iff]
  have hterm : (blochTerm φ (half a) (half b) (-x)) ∘ (Equiv.subLeft (-a)) =
      fun R => blochParity p (half a) (half b) * blochTerm φ (half a) (half b) x R := by
    funext R
    change blochTerm φ (half a) (half b) (-x) (-a - R) = _
    have hpos : (-x - half a - fun i => (((-a - R) i : ℤ) : ℝ)) =
        -(x - half a - fun i => (R i : ℝ)) := by
      funext i
      simp only [half, Pi.sub_apply, Pi.neg_apply]
      push_cast
      ring
    have hsign : (-1 : ℂ) ^ (∑ i, b i * (-a - R) i) =
        (-1 : ℂ) ^ (∑ i, b i * a i) * (-1 : ℂ) ^ (∑ i, b i * R i) := by
      rw [← zpow_add₀ (by norm_num : (-1 : ℂ) ≠ 0), sign_eq_iff]
      have h : ∑ i, b i * (-a - R) i = -(∑ i, b i * a i) - ∑ i, b i * R i := by
        rw [← Finset.sum_neg_distrib, ← Finset.sum_sub_distrib]
        refine Finset.sum_congr rfl fun i _ => ?_
        simp only [Pi.sub_apply, Pi.neg_apply]
        ring
      rw [h]
      exact ⟨-(∑ i, b i * a i) - ∑ i, b i * R i, by ring⟩
    unfold blochTerm
    rw [hpos, hφ, bloch_phase, bloch_phase, blochParity_half, hsign]
    ring
  rw [hterm]
  exact hs.mul_left _

/-- The parities at `k = 0` and at the `n` momenta with a single coordinate `1/2` and the
others zero fix the orbital parity, and fix the centre up to a lattice vector. -/
theorem parities_determine_orbital {p q : ℤˣ} {a c : Fin n → ℤ}
    (h0 : parityPattern p a 0 = parityPattern q c 0)
    (h1 : ∀ i, parityPattern p a (Pi.single i 1) = parityPattern q c (Pi.single i 1)) :
    p = q ∧ ∃ t : Fin n → ℤ, ∀ i, half a i = half c i + t i := by
  simp only [parityPattern, blochParity_half] at h0 h1
  simp only [Pi.zero_apply, zero_mul, Finset.sum_const_zero, zpow_zero, mul_one] at h0
  have hpq : p = q := Units.ext (Int.cast_injective h0)
  subst hpq
  have key : ∀ i, ∃ r : ℤ, a i - c i = r + r := by
    intro i
    have hsum : ∀ d : Fin n → ℤ, ∑ j, (Pi.single i 1 : Fin n → ℤ) j * d j = d i := by
      intro d
      simp [Pi.single_apply]
    have h := h1 i
    rw [hsum, hsum] at h
    exact (sign_eq_iff _ _).1 (mul_left_cancel₀ (Int.cast_ne_zero.2 p.ne_zero) h)
  choose t ht using key
  refine ⟨rfl, t, fun i => ?_⟩
  have h : (a i : ℝ) - c i = t i + t i := by exact_mod_cast ht i
  simp only [half]
  linarith

/-- Two orbitals have the same parity pattern exactly when their parities agree and their
centres differ by a lattice vector. -/
theorem parityPattern_eq_iff (p q : ℤˣ) (a c : Fin n → ℤ) :
    parityPattern p a = parityPattern q c ↔
      p = q ∧ ∃ t : Fin n → ℤ, ∀ i, half a i = half c i + t i := by
  constructor
  · intro h
    exact parities_determine_orbital (congrFun h _) (fun i => congrFun h _)
  · rintro ⟨rfl, t, ht⟩
    funext b
    simp only [parityPattern, blochParity_half]
    congr 1
    rw [sign_eq_iff]
    -- a lattice shift of the centre changes the exponent by an even number
    refine ⟨∑ i, b i * t i, ?_⟩
    rw [← Finset.sum_sub_distrib, ← Finset.sum_add_distrib]
    refine Finset.sum_congr rfl fun i _ => ?_
    have h := ht i
    simp only [half] at h
    have h' : (a i : ℝ) = c i + 2 * t i := by linarith
    have h'' : a i = c i + 2 * t i := by exact_mod_cast h'
    rw [h'']
    ring

/-- In `n` dimensions there are exactly `2^(n+1)` distinct parity patterns. -/
theorem card_parityPatterns (n : ℕ) :
    {f : (Fin n → ℤ) → ℂ | ∃ p a, f = parityPattern p a}.ncard = 2 ^ (n + 1) := by
  -- representatives: centres with all coordinates `0` or `1/2`
  let g : ℤˣ × (Fin n → Fin 2) → ((Fin n → ℤ) → ℂ) :=
    fun u => parityPattern u.1 (fun i => ((u.2 i).val : ℤ))
  have hg : Function.Injective g := by
    rintro ⟨p, u⟩ ⟨q, v⟩ h
    obtain ⟨hpq, t, ht⟩ := (parityPattern_eq_iff _ _ _ _).1 h
    refine Prod.ext hpq (funext fun i => Fin.ext ?_)
    have h1 := ht i
    simp only [half] at h1
    have h2 : (((u i).val : ℤ) : ℝ) = ((v i).val : ℤ) + 2 * (t i : ℝ) := by linarith
    have h3 : ((u i).val : ℤ) = ((v i).val : ℤ) + 2 * t i := by exact_mod_cast h2
    have hu := (u i).isLt
    have hv := (v i).isLt
    change (u i).val = (v i).val
    omega
  have hset : {f : (Fin n → ℤ) → ℂ | ∃ p a, f = parityPattern p a} = g '' Set.univ := by
    ext f
    constructor
    · rintro ⟨p, a, rfl⟩
      refine ⟨(p, fun i => ⟨(a i % 2).toNat, by omega⟩), Set.mem_univ _, ?_⟩
      refine (parityPattern_eq_iff _ _ _ _).2 ⟨rfl, fun i => -(a i / 2), fun i => ?_⟩
      have h : (((a i % 2).toNat : ℕ) : ℤ) = a i + 2 * (-(a i / 2)) := by omega
      simp only [half]
      rw [h]
      push_cast
      ring
    · rintro ⟨u, _, rfl⟩
      exact ⟨_, _, rfl⟩
  rw [hset, Set.ncard_image_of_injective _ hg, Set.ncard_univ, Nat.card_eq_fintype_card,
    Fintype.card_prod, Fintype.card_units_int, Fintype.card_fun, Fintype.card_fin,
    Fintype.card_fin, pow_succ, mul_comm]

/-- In three dimensions there are exactly 16 distinct parity patterns. -/
theorem sixteen_parityPatterns :
    {f : (Fin 3 → ℤ) → ℂ | ∃ p a, f = parityPattern p a}.ncard = 16 := by
  rw [card_parityPatterns]
  norm_num

end

end WyckoffInversionParity
```

```lean
#print axioms WyckoffInversionParity.bloch_sum_inversion
#print axioms WyckoffInversionParity.parities_determine_orbital
#print axioms WyckoffInversionParity.sixteen_parityPatterns
```

```
'WyckoffInversionParity.bloch_sum_inversion' depends on axioms: [propext, Classical.choice, Quot.sound]
'WyckoffInversionParity.parities_determine_orbital' depends on axioms: [propext, Classical.choice, Quot.sound]
'WyckoffInversionParity.sixteen_parityPatterns' depends on axioms: [propext, Classical.choice, Quot.sound]
```

## Sixteen sign tables from eight centres

Positions are written in lattice coordinates and momenta in reciprocal-lattice coordinates, so lattice vectors $R$ lie in $\mathbb{Z}^n$ and the Bloch phase is $e^{2\pi i k\cdot R}$. Inversion acts through the origin, $x\mapsto -x$. An orbital $\varphi$ has parity $p=\pm1$ about its own centre, $\varphi(-x)=p\,\varphi(x)$, and a copy sits at $w+R$ for every $R$. The centre satisfies $w=a/2$ and the momentum $k=b/2$, with $a,b\in\mathbb{Z}^n$.

There are three main statements.

- `bloch_sum_inversion`: if the Bloch sum $\psi_k(x)=\sum_R e^{2\pi i k\cdot R}\varphi(x-w-R)$ converges at $x$, it also converges at $-x$, and $\psi_k(-x)=p\,e^{4\pi i k\cdot w}\,\psi_k(x)$.
- `parityPattern_eq_iff`: the pairs $(p,a/2)$ and $(q,c/2)$ give the same parities at all $b/2$ exactly when $p=q$ and $a/2-c/2$ is a lattice vector.
- `card_parityPatterns`: there are $2^{n+1}$ distinct patterns, hence 16 for $n=3$.

In the space group $P\bar1$, the number 16 is the product of eight Wyckoff positions with site symmetry $\bar1$ and two orbital parities. For comparison, free signs at the eight inequivalent momenta would allow $2^8=256$ tables.

## How the Lean objects encode the crystal

The parity has type `ℤˣ`, the units of the integers, which are exactly $1$ and $-1$. The function `half` turns an integer vector into the corresponding centre or momentum, so the conditions that $2w$ and $2k$ are integer are built into the statements. `blochTerm` is one cell's contribution to the Bloch sum, and `blochParity` is the number $p\,e^{4\pi i k\cdot w}$. `parityPattern p a` collects these numbers for all integer vectors $b$; momenta that differ by a reciprocal-lattice vector appear repeatedly, with equal values.

The orbital is a complex-valued function on $\mathbb{R}^n$, without spin. The Bloch sum is infinite and unnormalised, and `HasSum` makes its unconditional convergence at the point $x$ a hypothesis; a rapidly decaying orbital satisfies it. The factor is an inversion eigenvalue in the usual sense when $\psi_k$ is not identically zero.

The result bears on the comparison of computed bands with atomic limits, for one spinless orbital per cell in a non-interacting picture. Equal signs do not show that a band actually comes from the matching orbital.

## Inversion exchanges the cells R and −a − R

At $k=b/2$ the phase of a cell is a sign,
$$e^{2\pi i (b/2)\cdot R}=e^{\pi i\,b\cdot R}=(-1)^{b\cdot R},$$
which is `bloch_phase`. Likewise $4\pi i\,(b/2)\cdot(a/2)=\pi i\,b\cdot a$, so the Bloch parity is $p(-1)^{b\cdot a}$, as `blochParity_half` states.

Now evaluate the Bloch sum at $-x$ and rename the summation variable from $R$ to $-a-R$. The argument of the orbital becomes
$$-x-\tfrac a2-(-a-R)=-\left(x-\tfrac a2-R\right),$$
and the parity of $\varphi$ supplies a factor $p$. The phase becomes
$$(-1)^{b\cdot(-a-R)}=(-1)^{b\cdot a}(-1)^{b\cdot R},$$
because reversing the sign of an exponent does not change a power of $-1$. Each term is therefore $p(-1)^{b\cdot a}$ times the term of cell $R$ at $x$, and summation gives the claim.

In the Lean proof, `Equiv.subLeft (-a)` is the renaming, `hpos` and `hsign` are the two displayed identities, and `hs.mul_left` takes the common factor out of the convergent sum.

The condition on $w$ matters. Take $n=1$, $w=1/4$, $k=0$ and an even orbital with $\varphi(0)=1$ that vanishes for $|x|\ge 1/8$. Then $\psi_0(1/4)=1$ but $\psi_0(-1/4)=0$. A relation $\psi_0(-x)=\lambda\psi_0(x)$ for all $x$ would give $\lambda=0$ at $x=1/4$ and then $1=0$ at $x=-1/4$. Inversion has moved the orbitals to positions outside the array $w+R$ over which the Bloch sum runs.

## Reading the parity and the centre off n + 1 momenta

Suppose $(p,a/2)$ and $(q,c/2)$ give the same Bloch parities. At $b=0$ both exponents vanish, so $p=q$. At $b=e_i$, the $i$-th unit vector, the equality is
$$p(-1)^{a_i}=p(-1)^{c_i}.$$
Cancelling $p$ shows that $a_i-c_i$ is even, say $2t_i$, and therefore $a_i/2=c_i/2+t_i$. The theorem `parities_determine_orbital` uses only these $n+1$ momenta. Despite its name, it fixes only the parity and the centre up to a lattice vector, not the shape of the orbital: an s and a d orbital at the same centre give the same signs. Its vector $e_i$ is `Pi.single i 1`, and `sign_eq_iff` converts equal signs into an even difference of exponents.

Conversely, if $a=c+2t$ with $t\in\mathbb{Z}^n$, then
$$b\cdot a-b\cdot c=2\,b\cdot t$$
is even for every $b$, and all parities agree. This is the second half of `parityPattern_eq_iff`.

For the count, each centre is represented by a vector $u$ with entries $0$ or $1$, standing for $w=u/2$. Two such vectors $u,v$ with the same pattern satisfy $u_i-v_i=2t_i$, which forces $u_i=v_i$; this is the injectivity `hg`. Every integer vector $a$ has the same pattern as its vector of remainders modulo 2, since
$$a_i \bmod 2=a_i-2\lfloor a_i/2\rfloor,$$
and this gives `hset`. The patterns thus correspond one to one to the choices of $p$ and $u$, of which there are $2\cdot2^n=2^{n+1}$.
